# The harmonic oscillator's partition function with M Fourier path modes converges at first order in 1/M

A: Take an oscillator of frequency $\omega$ at inverse temperature $\beta$, and set $x=\beta\hbar\omega>0$. Let $Z=1/(2\sinh(x/2))$ be its exact partition function and $Z_M$ the one obtained by keeping the centroid and the lowest $M$ Fourier frequencies of the closed imaginary-time path, each with its cosine and sine amplitudes, in the normalisation that makes the free particle exact for every $M$. Then

$$M\,\log\frac{Z_M}{Z}\;\longrightarrow\;\frac{x^2}{4\pi^2}\qquad(M\to\infty).$$

The limit is not zero, so the error of $\log Z_M$ decays as $1/M$ and no faster.

Q: Before I believe that, what is $Z_M$ as a path integral?

A: The path is closed, with period $\beta\hbar$. It has a centroid, plus a cosine and a sine amplitude at each frequency $\omega_s=2\pi s/(\beta\hbar)$, $s=1,2,\dots$ The centroid gives the classical value $1/x$. Each amplitude is a Gaussian integral which, relative to the free particle, gives $(1+\omega^2/\omega_s^2)^{-1/2}$. There are two per frequency, and $\omega/\omega_s=x/(2\pi s)$, so

$$Z_M=\frac1x\prod_{s=1}^{M}\Big(1+\big(\tfrac{x}{2\pi s}\big)^2\Big)^{-1}.$$

A mode here means one frequency with both its amplitudes, so $M$ modes are $2M$ amplitudes besides the centroid. A sine series about a fixed end point would be a different truncation.

```lean
import Mathlib

open Filter Topology
open scoped Real

namespace FourierPathTruncation

noncomputable section

/-- Partition function of the harmonic oscillator with the Fourier path modes `1, ..., M`, at
reduced inverse temperature `x > 0`. -/
def fourierZ (x : ℝ) (M : ℕ) : ℝ :=
  (1 / x) * ∏ k ∈ Finset.range M, (1 + (x / (2 * π * ((k : ℝ) + 1))) ^ 2)⁻¹
```

In Lean, `k` runs from $0$ to $M-1$, and the mode number is $s=k+1$. With $M=0$ the product is empty and the classical $1/x$ remains.

Q: I see a product, but no path and no Gaussian integral.

A: Correct. The Gaussian integration I just did is the step from the physics to `fourierZ`, and the theorems start after it. The exact function is also entered in closed form; it is the geometric sum of $e^{-x(n+1/2)}$ over the levels $n=0,1,\dots$

```lean
/-- Exact quantum partition function of the harmonic oscillator, for `x > 0`. -/
def exactZ (x : ℝ) : ℝ := 1 / (2 * Real.sinh (x / 2))

/-- Logarithm of the ratio of the truncated to the exact partition function, for `x > 0`. -/
def logError (x : ℝ) (M : ℕ) : ℝ := Real.log (2 * Real.sinh (x / 2) * fourierZ x M)

/-- The coefficient `x² / (4π²)` that sets the weight of the omitted modes. -/
def tailCoeff (x : ℝ) : ℝ := x ^ 2 / (4 * π ^ 2)
```

`logError x M` is $L_M=\log(Z_M/Z)$, with $1/Z$ written as $2\sinh(x/2)$, and `tailCoeff x` is $a=x^2/(4\pi^2)$.

Q: Then derive the limit for me, without Lean.

A: Euler's product gives $2\sinh(x/2)=x\prod_{s\ge1}(1+a/s^2)$. Multiplying by $Z_M$ cancels the first $M$ factors, so the error is the sum over the omitted modes:

$$L_M=\sum_{s>M}\log\!\big(1+a/s^2\big).$$

For an upper bound on each term, use $\log(1+y)\le y$ and $s^2\ge s^2-\tfrac14$:

$$\log\!\big(1+\tfrac{a}{s^2}\big)\le\frac{a}{(s-\frac12)(s+\frac12)}=\frac{a}{s-\frac12}-\frac{a}{s+\frac12}.$$

For a lower bound, use $\log(1+y)\ge 1-1/(1+y)$ and $(s+a)(s+1+a)\ge s^2+a$:

$$\log\!\big(1+\tfrac{a}{s^2}\big)\ge\frac{a}{s^2+a}\ge\frac{a}{s+a}-\frac{a}{s+1+a}.$$

Both differences telescope when summed from $s=M+1$:

$$\frac{a}{M+1+a}\le L_M\le\frac{a}{M+\frac12}.$$

Multiply by $M$; both sides tend to $a$, and so does $M L_M$.

Q: Where does Lean get the hyperbolic product?

A: From Mathlib's Euler product for $\sin(\pi z)$ at $z=ix/(2\pi)$. Since $\sin(ix/2)=i\sinh(x/2)$, the proof takes imaginary parts and doubles them.

```lean
/-- Euler's product for the hyperbolic sine, with one factor for each Fourier mode. -/
theorem sinh_product (x : ℝ) :
    Tendsto (fun M : ℕ => x * ∏ k ∈ Finset.range M, (1 + (x / (2 * π * ((k : ℝ) + 1))) ^ 2))
      atTop (𝓝 (2 * Real.sinh (x / 2))) := by
  -- Euler's sine product at an imaginary argument
  have h := Complex.tendsto_euler_sin_prod (((x / (2 * π) : ℝ) : ℂ) * Complex.I)
  have hz : (π : ℂ) * (((x / (2 * π) : ℝ) : ℂ) * Complex.I)
      = ((x / 2 : ℝ) : ℂ) * Complex.I := by
    rw [← mul_assoc, ← Complex.ofReal_mul]
    congr 2
    field_simp
  have hp : ∀ M : ℕ, ∏ k ∈ Finset.range M,
      (1 - (((x / (2 * π) : ℝ) : ℂ) * Complex.I) ^ 2 / ((k : ℂ) + 1) ^ 2)
      = ((∏ k ∈ Finset.range M, (1 + (x / (2 * π * ((k : ℝ) + 1))) ^ 2) : ℝ) : ℂ) := by
    intro M
    rw [Complex.ofReal_prod]
    refine Finset.prod_congr rfl fun k _ => ?_
    have hk : (x / (2 * π * ((k : ℝ) + 1))) ^ 2 = (x / (2 * π)) ^ 2 / ((k : ℝ) + 1) ^ 2 := by
      rw [← div_div, div_pow]
    rw [hk, mul_pow, Complex.I_sq]
    push_cast
    ring
  rw [hz, Complex.sin_mul_I, ← Complex.ofReal_sinh] at h
  -- the imaginary part is the real product
  have h3 := (Complex.continuous_im.tendsto _).comp h
  rw [Complex.mul_I_im, Complex.ofReal_re] at h3
  refine (h3.const_mul 2).congr fun M => ?_
  simp only [Function.comp]
  rw [hp M, mul_right_comm, ← Complex.ofReal_mul, Complex.mul_I_im, Complex.ofReal_re]
  ring
```

Next comes positivity, which lets the logarithms be split.

```lean
/-- The truncated partition function is positive for `x > 0`. -/
theorem fourierZ_pos {x : ℝ} (hx : 0 < x) (M : ℕ) : 0 < fourierZ x M :=
  mul_pos (by positivity) (Finset.prod_pos fun k _ => by positivity)
```

Q: Does that really need $x>0$?

A: It fails if $x$ is merely nonzero: for $x=-1$ and $M=0$, `fourierZ` equals $-1$. The limit for $\log(Z_M/Z)$ would survive the change of sign, because the ratio is even in $x$, but a negative $x$ is no thermal state of an oscillator.

Q: And the infinite sum over omitted modes?

A: Lean avoids it by removing one mode at a time: $L_M=\log(1+a/(M+1)^2)+L_{M+1}$. This comes from splitting the last factor off the product.

```lean
/-- For `x > 0`, including mode `M + 1` lowers the logarithmic error by
`log (1 + a / (M + 1)²)`, where `a = x² / (4π²)`. -/
theorem logError_step {x : ℝ} (hx : 0 < x) (M : ℕ) :
    logError x M = Real.log (1 + tailCoeff x / ((M : ℝ) + 1) ^ 2) + logError x (M + 1) := by
  have hS : 0 < Real.sinh (x / 2) := Real.sinh_pos_iff.mpr (half_pos hx)
  have hF := fourierZ_pos hx M
  have hA : 0 < 2 * Real.sinh (x / 2) * fourierZ x M := by positivity
  have hB : 0 < 1 + (x / (2 * π * ((M : ℝ) + 1))) ^ 2 := by positivity
  have hm : (x / (2 * π * ((M : ℝ) + 1))) ^ 2 = tailCoeff x / ((M : ℝ) + 1) ^ 2 := by
    rw [tailCoeff, div_pow, mul_pow, mul_pow, div_div]
    norm_num
  have h : logError x (M + 1)
      = logError x M - Real.log (1 + (x / (2 * π * ((M : ℝ) + 1))) ^ 2) := by
    unfold logError
    have hF1 : fourierZ x (M + 1)
        = fourierZ x M * (1 + (x / (2 * π * ((M : ℝ) + 1))) ^ 2)⁻¹ := by
      simp only [fourierZ, Finset.prod_range_succ, mul_assoc]
    rw [← Real.log_div hA.ne' hB.ne', hF1,
      div_eq_mul_inv (2 * Real.sinh (x / 2) * fourierZ x M),
      mul_assoc (2 * Real.sinh (x / 2)) (fourierZ x M)]
  rw [h, hm]
  ring
```

The two bounds on a single mode follow, with the same logarithm inequalities as above.

```lean
/-- The logarithmic weight of a mode of index `s > 1/2`, with `a ≥ 0`, lies between two
differences that telescope when summed over modes. -/
theorem mode_log_bounds {a s : ℝ} (ha : 0 ≤ a) (hs : 1 / 2 < s) :
    a / (s + a) - a / (s + 1 + a) ≤ Real.log (1 + a / s ^ 2) ∧
      Real.log (1 + a / s ^ 2) ≤ a / (s - 1 / 2) - a / (s + 1 / 2) := by
  have hs0 : 0 < s := by linarith
  have hy : 0 < 1 + a / s ^ 2 := by positivity
  constructor
  · have h1 : 0 < s + a := by positivity
    have h2 : 0 < s + 1 + a := by positivity
    have h3 : 0 < s ^ 2 + a := by positivity
    have e1 : a / (s + a) - a / (s + 1 + a) = a / ((s + a) * (s + 1 + a)) := by
      rw [div_sub_div _ _ h1.ne' h2.ne']
      congr 1
      ring
    have e2 : 1 - (1 + a / s ^ 2)⁻¹ = a / (s ^ 2 + a) := by
      rw [one_add_div (pow_pos hs0 2).ne', inv_div, eq_div_iff h3.ne', sub_mul,
        div_mul_cancel₀ _ h3.ne']
      ring
    have h4 : a / ((s + a) * (s + 1 + a)) ≤ a / (s ^ 2 + a) :=
      div_le_div_of_nonneg_left ha h3 (by nlinarith [mul_nonneg ha hs0.le, sq_nonneg a])
    have h5 := Real.one_sub_inv_le_log_of_pos hy
    linarith
  · have h1 : 0 < s - 1 / 2 := by linarith
    have h2 : 0 < s + 1 / 2 := by linarith
    have e1 : a / (s - 1 / 2) - a / (s + 1 / 2) = a / ((s - 1 / 2) * (s + 1 / 2)) := by
      rw [div_sub_div _ _ h1.ne' h2.ne']
      congr 1
      ring
    have h4 : a / s ^ 2 ≤ a / ((s - 1 / 2) * (s + 1 / 2)) :=
      div_le_div_of_nonneg_left ha (mul_pos h1 h2) (by nlinarith)
    have h5 := Real.log_le_sub_one_of_pos hy
    linarith
```

The condition $s>\tfrac12$ matters here: $s>0$ would not be enough. At $a=1$, $s=\tfrac14$ the claimed upper bound is $-16/3$, while the logarithm is $\log 17>0$. Actual modes have $s\ge1$.

The elementary limits of $a/(M+c)$ and $M\,a/(M+c)$ are stated once, for any $c>0$.

```lean
/-- For `c > 0`, a tail `a / (M + c)` vanishes as `M` grows, and `M` times it tends to `a`. -/
theorem tail_limits (a : ℝ) {c : ℝ} (hc : 0 < c) :
    Tendsto (fun M : ℕ => a / ((M : ℝ) + c)) atTop (𝓝 0) ∧
      Tendsto (fun M : ℕ => (M : ℝ) * (a / ((M : ℝ) + c))) atTop (𝓝 a) := by
  have h0 : Tendsto (fun M : ℕ => a / ((M : ℝ) + c)) atTop (𝓝 0) :=
    tendsto_const_nhds.div_atTop
      (tendsto_atTop_add_const_right _ c tendsto_natCast_atTop_atTop)
  refine ⟨h0, ?_⟩
  have h1 := (h0.const_mul c).const_sub a
  rw [mul_zero, sub_zero] at h1
  refine h1.congr fun M => ?_
  have hM : (M : ℝ) + c ≠ 0 := by positivity
  have h2 := div_mul_cancel₀ a hM
  linear_combination -h2
```

Q: How do one-step inequalities become a bound on $L_M$?

A: By monotonicity. The product formula gives $L_N\to0$. The step formula and the lower mode bound show that $L_N-a/(N+1+a)$ never increases with $N$; as it tends to zero, it is nonnegative at every $N$. Likewise $L_N-a/(N+\frac12)$ never decreases and tends to zero, so it is never positive. This is the telescoping sum in another form.

```lean
/-- For `x > 0` and every number of modes `M`, the logarithmic error lies between
`a / (M + 1 + a)` and `a / (M + 1/2)`, where `a = x² / (4π²)`. -/
theorem truncation_bounds {x : ℝ} (hx : 0 < x) (M : ℕ) :
    tailCoeff x / ((M : ℝ) + 1 + tailCoeff x) ≤ logError x M ∧
      logError x M ≤ tailCoeff x / ((M : ℝ) + 1 / 2) := by
  have ha : 0 ≤ tailCoeff x := by unfold tailCoeff; positivity
  have hL : Tendsto (logError x) atTop (𝓝 0) := by
    have hS : 2 * Real.sinh (x / 2) ≠ 0 :=
      (mul_pos two_pos (Real.sinh_pos_iff.mpr (half_pos hx))).ne'
    have h := ((sinh_product x).inv₀ hS).const_mul (2 * Real.sinh (x / 2))
    rw [mul_inv_cancel₀ hS] at h
    have h' := h.log one_ne_zero
    rw [Real.log_one] at h'
    refine h'.congr fun M => ?_
    simp only [logError, fourierZ, Finset.prod_inv_distrib, mul_inv, one_div]
  have hs : ∀ N : ℕ, (1 : ℝ) / 2 < (N : ℝ) + 1 := fun N => by
    have : (0 : ℝ) ≤ N := N.cast_nonneg
    linarith
  constructor
  · -- error minus lower bound decreases to zero
    have hanti : Antitone fun N : ℕ =>
        logError x N - tailCoeff x / ((N : ℝ) + 1 + tailCoeff x) :=
      antitone_nat_of_succ_le fun N => by
        have h1 := logError_step hx N
        have h2 := (mode_log_bounds ha (hs N)).1
        push_cast
        linarith
    have ht : Tendsto (fun N : ℕ => tailCoeff x / ((N : ℝ) + 1 + tailCoeff x))
        atTop (𝓝 0) := by
      simpa only [add_assoc] using
        (tail_limits (tailCoeff x) (c := 1 + tailCoeff x) (by linarith)).1
    have hlim := hL.sub ht
    rw [sub_zero] at hlim
    have := hanti.le_of_tendsto hlim M
    linarith
  · -- error minus upper bound increases to zero
    have hmono : Monotone fun N : ℕ => logError x N - tailCoeff x / ((N : ℝ) + 1 / 2) :=
      monotone_nat_of_le_succ fun N => by
        have h1 := logError_step hx N
        have h2 := (mode_log_bounds ha (hs N)).2
        have e1 : (N : ℝ) + 1 - 1 / 2 = N + 1 / 2 := by ring
        rw [e1] at h2
        push_cast
        linarith
    have hlim := hL.sub (tail_limits (tailCoeff x) (c := 1 / 2) (by norm_num)).1
    rw [sub_zero] at hlim
    have := hmono.ge_of_tendsto hlim M
    linarith
```

These bounds hold for every $M$, including $M=0$. The squeeze then gives the opening result, written out with the sinh and $4\pi^2$ in full; `Tendsto … atTop (𝓝 …)` is the limit $M\to\infty$.

```lean
/-- For `x > 0`, the number of modes `M` times the logarithmic error of the truncated
partition function tends to `x² / (4π²)`. -/
theorem first_order_convergence {x : ℝ} (hx : 0 < x) :
    Tendsto (fun M : ℕ => (M : ℝ) * Real.log (2 * Real.sinh (x / 2) * fourierZ x M))
      atTop (𝓝 (x ^ 2 / (4 * π ^ 2))) := by
  have ha : 0 ≤ tailCoeff x := by unfold tailCoeff; positivity
  have hlo : Tendsto (fun M : ℕ => (M : ℝ) * (tailCoeff x / ((M : ℝ) + 1 + tailCoeff x)))
      atTop (𝓝 (tailCoeff x)) := by
    simpa only [add_assoc] using
      (tail_limits (tailCoeff x) (c := 1 + tailCoeff x) (by linarith)).2
  exact tendsto_of_tendsto_of_tendsto_of_le_of_le hlo
    (tail_limits (tailCoeff x) (c := 1 / 2) (by norm_num)).2
    (fun M => mul_le_mul_of_nonneg_left (truncation_bounds hx M).1 M.cast_nonneg)
    (fun M => mul_le_mul_of_nonneg_left (truncation_bounds hx M).2 M.cast_nonneg)
```

Q: That is a logarithm. What about the partition function itself?

A: Put $r=Z_M/Z$. The two logarithm inequalities give $\log r\le r-1\le r\log r$. Since $r\to1$, both ends, multiplied by $M$, tend to $a$, so $M(r-1)\to a$. Multiplying by $Z$ gives $M(Z_M-Z)\to aZ$. In Lean, the factor $r$ in the upper end is first replaced by its bound $e^{a/(M+1/2)}$, which tends to one.

```lean
/-- For `x > 0`, `M` times the absolute error of the truncated partition function tends to
`x² / (4π²)` times the exact partition function. -/
theorem partition_function_error {x : ℝ} (hx : 0 < x) :
    Tendsto (fun M : ℕ => (M : ℝ) * (fourierZ x M - exactZ x))
      atTop (𝓝 (x ^ 2 / (4 * π ^ 2) * exactZ x)) := by
  have ha : 0 ≤ tailCoeff x := by unfold tailCoeff; positivity
  have hS : 0 < Real.sinh (x / 2) := Real.sinh_pos_iff.mpr (half_pos hx)
  have hmain := first_order_convergence hx
  have hexp := (Real.continuous_exp.tendsto 0).comp
    (tail_limits (tailCoeff x) (c := 1 / 2) (by norm_num)).1
  have hup := hexp.mul hmain
  rw [Real.exp_zero, one_mul] at hup
  -- the relative error r - 1 lies between log r and r log r
  have hr : Tendsto (fun M : ℕ => (M : ℝ) * (2 * Real.sinh (x / 2) * fourierZ x M - 1))
      atTop (𝓝 (x ^ 2 / (4 * π ^ 2))) := by
    refine tendsto_of_tendsto_of_tendsto_of_le_of_le hmain hup (fun M => ?_) (fun M => ?_)
    · have hF := fourierZ_pos hx M
      exact mul_le_mul_of_nonneg_left (Real.log_le_sub_one_of_pos (by positivity))
        M.cast_nonneg
    · have hF := fourierZ_pos hx M
      have hpos : 0 < 2 * Real.sinh (x / 2) * fourierZ x M := by positivity
      obtain ⟨hb1, hb2⟩ := truncation_bounds hx M
      have hL0 : 0 ≤ logError x M := le_trans (by positivity) hb1
      have hle : 2 * Real.sinh (x / 2) * fourierZ x M
          ≤ Real.exp (tailCoeff x / ((M : ℝ) + 1 / 2)) := by
        rw [← Real.exp_log hpos]
        exact Real.exp_le_exp.mpr hb2
      have h1 := mul_le_mul_of_nonneg_left (Real.one_sub_inv_le_log_of_pos hpos) hpos.le
      rw [mul_sub, mul_one, mul_inv_cancel₀ hpos.ne'] at h1
      have h2 := h1.trans (mul_le_mul_of_nonneg_right hle hL0)
      have h3 := mul_le_mul_of_nonneg_left h2 (M.cast_nonneg : (0 : ℝ) ≤ M)
      exact h3.trans (le_of_eq (mul_left_comm _ _ _))
  refine (hr.mul_const (exactZ x)).congr fun M => ?_
  have hZ : 2 * Real.sinh (x / 2) * exactZ x = 1 :=
    mul_one_div_cancel (by positivity)
  linear_combination (M : ℝ) * fourierZ x M * hZ
```

Q: If the leading error is known, can I subtract it?

A: Yes. The upper and lower bounds on $L_M$ differ by

$$\frac{a}{M+\frac12}-\frac{a}{M+1+a}=\frac{a(a+\frac12)}{(M+\frac12)(M+1+a)}\le\frac{a(a+\frac12)}{(M+\frac12)^2}.$$

So $\log Z_M-a/(M+\frac12)$ misses $\log Z$ by no more than the right-hand side. The last theorem states this with an absolute value. This bound is of second order. The actual error is of third order: expanding the sum over $s>M$ gives $L_M=a/(M+\frac12)+O(M^{-3})$, which is not proved in Lean here.

```lean
/-- For `x > 0` and `a = x² / (4π²)`, subtracting `a / (M + 1/2)` from the logarithm of the
truncated partition function leaves an error of at most `a (a + 1/2) / (M + 1/2)²`. -/
theorem tail_corrected_error {x : ℝ} (hx : 0 < x) (M : ℕ) :
    |Real.log (fourierZ x M) - tailCoeff x / ((M : ℝ) + 1 / 2) - Real.log (exactZ x)|
      ≤ tailCoeff x * (tailCoeff x + 1 / 2) / ((M : ℝ) + 1 / 2) ^ 2 := by
  have ha : 0 ≤ tailCoeff x := by unfold tailCoeff; positivity
  have hS : 0 < Real.sinh (x / 2) := Real.sinh_pos_iff.mpr (half_pos hx)
  have hlog : logError x M = Real.log (fourierZ x M) - Real.log (exactZ x) := by
    rw [logError, exactZ, one_div, Real.log_inv,
      Real.log_mul (by positivity) (fourierZ_pos hx M).ne']
    ring
  obtain ⟨hb1, hb2⟩ := truncation_bounds hx M
  have h1 : 0 < (M : ℝ) + 1 / 2 := by positivity
  have h2 : 0 < (M : ℝ) + 1 + tailCoeff x := by positivity
  -- the gap between the two bounds is of second order
  have e : tailCoeff x / ((M : ℝ) + 1 / 2) - tailCoeff x / ((M : ℝ) + 1 + tailCoeff x)
      = tailCoeff x * (tailCoeff x + 1 / 2)
        / (((M : ℝ) + 1 / 2) * ((M : ℝ) + 1 + tailCoeff x)) := by
    rw [div_sub_div _ _ h1.ne' h2.ne']
    congr 1
    ring
  have hgap : tailCoeff x * (tailCoeff x + 1 / 2)
        / (((M : ℝ) + 1 / 2) * ((M : ℝ) + 1 + tailCoeff x))
      ≤ tailCoeff x * (tailCoeff x + 1 / 2) / ((M : ℝ) + 1 / 2) ^ 2 :=
    div_le_div_of_nonneg_left (by positivity) (by positivity) (by nlinarith)
  have hnn : 0 ≤ tailCoeff x * (tailCoeff x + 1 / 2) / ((M : ℝ) + 1 / 2) ^ 2 := by
    positivity
  rw [abs_le]
  constructor <;> linarith

end

end FourierPathTruncation
```

```lean
#print axioms FourierPathTruncation.first_order_convergence
#print axioms FourierPathTruncation.partition_function_error
#print axioms FourierPathTruncation.tail_corrected_error
```

```
'FourierPathTruncation.first_order_convergence' depends on axioms: [propext, Classical.choice, Quot.sound]
'FourierPathTruncation.partition_function_error' depends on axioms: [propext, Classical.choice, Quot.sound]
'FourierPathTruncation.tail_corrected_error' depends on axioms: [propext, Classical.choice, Quot.sound]
```

Q: What does this tell someone running a Fourier path-integral simulation?

A: For a single harmonic oscillator, $M\ge a/\varepsilon$ guarantees an error of at most $\varepsilon$ in $\log Z$, so at fixed $\varepsilon$ this sufficient number of Fourier frequencies grows as $(\beta\hbar\omega)^2$. The sign is known too: for the oscillator, truncation makes the partition function too large and the free energy too low. An anharmonic potential couples the amplitudes, and the product form of $Z_M$ is then lost.
